# For real non-integer q, the free propagators 1/(q² − n²) on a ring sum over all integers n to π cot(πq)/q

A free particle on a ring of radius R, with periodic boundary conditions, has plane waves labelled by the integers n, with energies n² in units of ħ²/(2mR²). At energy q² the wave n has the propagator 1/(q² − n²). The theorem `hasSum_propagator` says that for real, non-integer q the sum of these propagators over all integers converges to π cot(πq)/q. The condition on q keeps every denominator away from zero. The proof takes the sum over the positive integers from Mathlib's cotangent series, uses it again for the negative integers, since n enters only through n², and adds the term n = 0.

Lean 4 with Mathlib refuses this proof:

```lean
import Mathlib

open Real Filter

namespace HasSumPropagator

noncomputable section

/-- Free propagator of the plane wave `n` at energy `q ^ 2`, for `q ^ 2 ≠ n ^ 2`. -/
def propagator (q : ℝ) (n : ℤ) : ℝ := 1 / (q ^ 2 - (n : ℝ) ^ 2)

private lemma summable_term (q k : ℝ) :
    Summable fun n : ℕ => 1 / (q ^ 2 - ((n : ℝ) + k) ^ 2) := by
  refine Summable.of_norm_bounded_eventually_nat
    ((Real.summable_one_div_nat_pow.mpr one_lt_two).mul_left 2) ?_
  filter_upwards [tendsto_natCast_atTop_atTop.eventually_ge_atTop (4 * (|k| + |q|) + 1)]
    with n hn
  have hk := abs_nonneg k
  have hq := abs_nonneg q
  have hN : (0 : ℝ) < n := by linarith
  have hA : (3 * (n : ℝ) / 4) ^ 2 ≤ ((n : ℝ) + k) ^ 2 :=
    pow_le_pow_left₀ (by positivity) (by linarith [neg_abs_le k]) 2
  have hB : q ^ 2 ≤ ((n : ℝ) / 4) ^ 2 :=
    sq_le_sq' (by linarith [neg_abs_le q]) (by linarith [le_abs_self q])
  have h1 : (n : ℝ) ^ 2 / 2 ≤ ((n : ℝ) + k) ^ 2 - q ^ 2 := by linarith
  have h0 : 0 < (n : ℝ) ^ 2 / 2 := by positivity
  rw [Real.norm_eq_abs, abs_div, abs_one, abs_sub_comm, abs_of_pos (h0.trans_le h1)]
  calc 1 / (((n : ℝ) + k) ^ 2 - q ^ 2) ≤ 1 / ((n : ℝ) ^ 2 / 2) :=
        one_div_le_one_div_of_le h0 h1
    _ = 2 * (1 / (n : ℝ) ^ 2) := by field_simp

/-- Partial fractions: for non-integer `q`, `2q` times the propagator of the wave `n + 1` is the sum
of `1 / (q - (n + 1))` and `1 / (q + (n + 1))`. -/
theorem partial_fractions {q : ℝ} (hq : ∀ n : ℤ, q ≠ n) (n : ℕ) :
    1 / (q - ((n : ℝ) + 1)) + 1 / (q + ((n : ℝ) + 1)) =
      2 * q * (1 / (q ^ 2 - ((n : ℝ) + 1) ^ 2)) := by
  have hu : q - ((n : ℝ) + 1) ≠ 0 := fun h => hq (n + 1) (by push_cast; linarith)
  have hv : q + ((n : ℝ) + 1) ≠ 0 := fun h => hq (-(n + 1)) (by push_cast; linarith)
  rw [show q ^ 2 - ((n : ℝ) + 1) ^ 2 = (q - ((n : ℝ) + 1)) * (q + ((n : ℝ) + 1)) by ring,
    div_add_div _ _ hu hv]
  ring

private lemma hasSum_half {q : ℝ} (hq : ∀ n : ℤ, q ≠ n) :
    HasSum (fun n : ℕ => 1 / (q ^ 2 - ((n : ℝ) + 1) ^ 2))
      ((π * (Real.cos (π * q) / Real.sin (π * q)) - 1 / q) / (2 * q)) := by
  have q0 : q ≠ 0 := by simpa using hq 0
  have hc : (q : ℂ) ∈ Complex.integerComplement := by
    rintro ⟨m, hm⟩
    exact hq m (by exact_mod_cast hm.symm)
  have hv := cot_series_rep' hc
  rw [Complex.cot] at hv
  have hr : π * (Real.cos (π * q) / Real.sin (π * q)) - 1 / q =
      ∑' n : ℕ, (1 / (q - ((n : ℝ) + 1)) + 1 / (q + ((n : ℝ) + 1))) := by
    apply Complex.ofReal_injective
    rw [Complex.ofReal_tsum]
    push_cast
    exact hv
  rw [funext (partial_fractions hq), tsum_mul_left] at hr
  rw [hr, mul_div_cancel_left₀ _ (mul_ne_zero two_ne_zero q0)]
  exact (summable_term q 1).hasSum

/-- For non-integer `q`, the sum of `1 / (q ^ 2 - n ^ 2)` over all integers converges to
`π cot(πq) / q`. -/
theorem hasSum_propagator {q : ℝ} (hq : ∀ n : ℤ, q ≠ n) :
    HasSum (propagator q) (π * Real.cot (π * q) / q) := by
  have h := hasSum_half hq
  -- the waves `n` and `-n` contribute equally
  have g1 : HasSum (fun n : ℕ => propagator q ((n : ℤ) + 1)) _ := by
    simpa only [propagator, Int.cast_add, Int.cast_natCast, Int.cast_one] using h
  have g2 : HasSum (fun n : ℕ => propagator q (-((n : ℤ) + 1))) _ := by
    simpa only [propagator, Int.cast_neg, Int.cast_add, Int.cast_natCast, Int.cast_one,
      neg_sq] using h
  convert HasSum.of_add_one_of_neg_add_one g1 g2 using 1
  rw [show propagator q 0 = 1 / q ^ 2 by simp [propagator], Real.cot_eq_cos_div_sin]
  ring

end

end HasSumPropagator
```

Lean reports:

```
Main.lean:68:61: error: don't know how to synthesize placeholder for argument `a`
context:
q : ℝ
hq : ∀ (n : ℤ), q ≠ ↑n
h : HasSum (fun n => 1 / (q ^ 2 - (↑n + 1) ^ 2)) ((π * (cos (π * q) / sin (π * q)) - 1 / q) / (2 * q))
⊢ ℝ
Main.lean:65:56: error: unsolved goals
q : ℝ
hq : ∀ (n : ℤ), q ≠ ↑n
h : HasSum (fun n => 1 / (q ^ 2 - (↑n + 1) ^ 2)) ((π * (cos (π * q) / sin (π * q)) - 1 / q) / (2 * q))
⊢ HasSum (propagator q) (π * (π * q).cot / q)
```

Cause. The first error points at the `_` in the statement of `g1`, where the value of the sum should stand. Lean must settle the statement of a `have` before it runs the `by` block that proves it. Nothing in the statement fixes the value, and `simpa ... using h`, which could have supplied it from `h`, comes too late. The second error follows from the first: the proof stopped at `g1`, so the main goal was left open.

The repair gives the value a name, `s`, with `hs` recording what it equals, and rewrites `h` to use it. `g1` can then be stated in full, and so can `g2`, which had the same gap but was never reached.

The old ending was not reached either, so the messages do not fault it. The new one does the same work in the open: `total` proves that the two halves and the zero term add up to the stated value, and `HasSum.of_add_one_of_neg_add_one` then closes the goal without `convert`.

After these edits no error is left:

```diff
@@ -65,13 +65,18 @@
     HasSum (propagator q) (π * Real.cot (π * q) / q) := by
   have h := hasSum_half hq
+  obtain ⟨s, hs⟩ : ∃ s : ℝ,
+      s = (π * (Real.cos (π * q) / Real.sin (π * q)) - 1 / q) / (2 * q) := ⟨_, rfl⟩
+  rw [← hs] at h
   -- the waves `n` and `-n` contribute equally
-  have g1 : HasSum (fun n : ℕ => propagator q ((n : ℤ) + 1)) _ := by
+  have g1 : HasSum (fun n : ℕ => propagator q ((n : ℤ) + 1)) s := by
     simpa only [propagator, Int.cast_add, Int.cast_natCast, Int.cast_one] using h
-  have g2 : HasSum (fun n : ℕ => propagator q (-((n : ℤ) + 1))) _ := by
+  have g2 : HasSum (fun n : ℕ => propagator q (-((n : ℤ) + 1))) s := by
     simpa only [propagator, Int.cast_neg, Int.cast_add, Int.cast_natCast, Int.cast_one,
       neg_sq] using h
-  convert HasSum.of_add_one_of_neg_add_one g1 g2 using 1
-  rw [show propagator q 0 = 1 / q ^ 2 by simp [propagator], Real.cot_eq_cos_div_sin]
-  ring
+  have total : s + propagator q 0 + s = π * Real.cot (π * q) / q := by
+    rw [show propagator q 0 = 1 / q ^ 2 by simp [propagator], Real.cot_eq_cos_div_sin, hs]
+    ring
+  rw [← total]
+  exact HasSum.of_add_one_of_neg_add_one g1 g2
 
 end
```
